# The quaternion matrix 1 + 2wK + 2K² is orthogonal only for unit norm or zero vector part

## Quaternion, cross-product matrix and coded matrix

A real quaternion $q=(w,v)$ has scalar part $w$ and vector part $v=(v_0,v_1,v_2)$. Write $n=v\cdot v$ and $N=w^2+n$, the squared norm of $q$. The matrix $K$ is defined by $Kx=v\times x$. One commonly coded form of the rotation matrix is
$$M=1+2wK+2K^2 .$$
Vectors are columns, and orthogonal means $M^TM=1$.

## Norm drift and molecular shape

In rigid-body molecular simulation, $M$ can be used to turn body-fixed atom positions into laboratory positions. Numerical integration can let $N$ drift from 1. For a single real quaternion, without modelling the integrator or rounding, the results are:

- $M$ is orthogonal if and only if $N=1$ or $v=0$.
- The distance between atoms at $x$ and $y$ is kept if and only if $N=1$ or $v\times(x-y)=0$.

When $M$ is used, drift with $v\ne0$ therefore distorts every molecule that has a separation not parallel to $v$.

## How the statements read in Lean

Positions and $v$ have type `Fin 3 → ℝ`, `⬝ᵥ` is the dot product and `⨯₃` the cross product. `codedMatrix w v` is $M$, and `codedMatrix_orthogonal_iff` is the first equivalence, with no hypothesis on $w$ or $v$. `codedMatrix_distance_eq_iff` is the second, with distances squared and measured by the dot product. `quat w v` is $q$, `star` is quaternion conjugation, and `sandwichMatrix` has $N$ where $M$ has 1.

## The Gram matrix, with a free constant

Since $v\times(v\times x)=v(v\cdot x)-nx$, we have $K^2=vv^T-n$. With $Kv=0$ this gives $K^3=-nK$ and $K^4=-nK^2$. Also $K^T=-K$, so $K^TK=-K^2$. For any real $a$,
$$\begin{aligned}
(a+2wK+2K^2)^T(a+2wK+2K^2)&=(a+2K^2)^2-4w^2K^2\\
&=a^2+4(a-n-w^2)K^2\\
&=a^2+4(N-a)K^TK .
\end{aligned}$$

Setting $a=1$ gives $M^TM=1+4(N-1)K^TK$. This is the identity exactly when $N=1$ or $K^TK=0$. The trace of $K^TK$ is $-(n-3n)=2n$, so $K^TK=0$ forces $v=0$; conversely, $v=0$ gives $K=0$.

For a separation $d=x-y$,
$$|Md|^2=d\cdot M^TMd=|d|^2+4(N-1)|v\times d|^2 ,$$
and the second equivalence follows.

For the determinant with $v\neq0$, note that $Mv=v$. On the plane perpendicular to $v$, $K$ is $\sqrt n$ times a quarter turn, so $M$ has determinant $(1-2n)^2+4w^2n$ there. Hence $\det M=1+4n(N-1)$, which also holds at $v=0$.

## The quaternion product scales uniformly

Multiplying out, $q\,(0,x)=(-v\cdot x,\;wx+v\times x)$. Multiplication by $q^*=(w,-v)$ on the right gives zero scalar part and vector part
$$w^2x+2w\,v\times x+v(v\cdot x)+v\times(v\times x)=(N+2wK+2K^2)x ,$$
because $v(v\cdot x)=K^2x+nx$. Setting $a=N$ in the Gram formula gives $N^2$ times the identity: all lengths scale by $N$, and for $q\ne0$ the shape survives. The coded matrix loses this property by having 1 in place of $N$.

## A half turn with the wrong norm

Take $w=0$ and $v=(0,0,s)$. Then $M=\mathrm{diag}(1-2s^2,\,1-2s^2,\,1)$. At $s=1$ this is a half turn about the last axis; at $s^2=1/2$ it flattens the molecule onto that axis. At $s=0$ it is the identity, although $N=0$.

## The Lean file

```lean
import Mathlib

open Matrix

namespace QuaternionNormDrift

noncomputable section

/-- The cross-product matrix `K` of a vector `v`. -/
def crossMatrix (v : Fin 3 → ℝ) : Matrix (Fin 3) (Fin 3) ℝ :=
  !![0, -v 2, v 1; v 2, 0, -v 0; -v 1, v 0, 0]

/-- The matrix `1 + 2wK + 2K²` of the quaternion with scalar part `w` and vector part `v`. -/
def codedMatrix (w : ℝ) (v : Fin 3 → ℝ) : Matrix (Fin 3) (Fin 3) ℝ :=
  1 + (2 * w) • crossMatrix v + (2 : ℝ) • (crossMatrix v * crossMatrix v)

/-- The matrix `N + 2wK + 2K²`, in which the squared quaternion norm `N = w² + |v|²`
stands in place of `1`. -/
def sandwichMatrix (w : ℝ) (v : Fin 3 → ℝ) : Matrix (Fin 3) (Fin 3) ℝ :=
  (w ^ 2 + v ⬝ᵥ v) • (1 : Matrix (Fin 3) (Fin 3) ℝ) + (2 * w) • crossMatrix v
    + (2 : ℝ) • (crossMatrix v * crossMatrix v)

/-- The real quaternion with scalar part `w` and vector part `v`. -/
def quat (w : ℝ) (v : Fin 3 → ℝ) : Quaternion ℝ := ⟨w, v 0, v 1, v 2⟩

/-- The matrix `K` acts on a position vector as the cross product with `v`. -/
theorem crossMatrix_mulVec (v x : Fin 3 → ℝ) : crossMatrix v *ᵥ x = v ⨯₃ x := by
  ext i
  fin_cases i <;>
    simp [crossMatrix, cross_apply, Matrix.mulVec, dotProduct, Fin.sum_univ_three] <;> ring

/-- For every real `a`, the matrix `a + 2wK + 2K²` has the Gram matrix
`a² + 4(w² + |v|² - a) KᵀK`. -/
theorem gram_general (a w : ℝ) (v : Fin 3 → ℝ) :
    (a • (1 : Matrix (Fin 3) (Fin 3) ℝ) + (2 * w) • crossMatrix v
        + (2 : ℝ) • (crossMatrix v * crossMatrix v))ᵀ
      * (a • (1 : Matrix (Fin 3) (Fin 3) ℝ) + (2 * w) • crossMatrix v
        + (2 : ℝ) • (crossMatrix v * crossMatrix v))
      = (a ^ 2) • (1 : Matrix (Fin 3) (Fin 3) ℝ)
        + (4 * (w ^ 2 + v ⬝ᵥ v - a)) • ((crossMatrix v)ᵀ * crossMatrix v) := by
  -- `K` is antisymmetric
  have hT : (crossMatrix v)ᵀ = -crossMatrix v := by
    ext i j
    fin_cases i <;> fin_cases j <;> simp [crossMatrix]
  -- the cubic relation reduces the fourth power of `K` to its square
  have h3 : crossMatrix v * (crossMatrix v * crossMatrix v)
      = (-(v ⬝ᵥ v)) • crossMatrix v := by
    ext i j
    fin_cases i <;> fin_cases j <;>
      simp [crossMatrix, Matrix.mul_apply, dotProduct, Fin.sum_univ_three] <;> ring
  have h4 : crossMatrix v * (crossMatrix v * (crossMatrix v * crossMatrix v))
      = (-(v ⬝ᵥ v)) • (crossMatrix v * crossMatrix v) := by
    rw [h3, mul_smul_comm]
  simp only [Matrix.transpose_add, Matrix.transpose_smul, Matrix.transpose_mul,
    Matrix.transpose_one, hT]
  simp only [mul_add, add_mul, smul_mul_assoc, mul_smul_comm, neg_mul, mul_neg, neg_neg,
    one_mul, mul_one, mul_assoc, h4]
  module

/-- The coded matrix `M` changes the metric by a term proportional to the norm drift:
`MᵀM = 1 + 4(w² + |v|² - 1) KᵀK`. -/
theorem codedMatrix_gram (w : ℝ) (v : Fin 3 → ℝ) :
    (codedMatrix w v)ᵀ * codedMatrix w v
      = 1 + (4 * (w ^ 2 + v ⬝ᵥ v - 1)) • ((crossMatrix v)ᵀ * crossMatrix v) := by
  have h := gram_general 1 w v
  simp only [one_pow, one_smul] at h
  exact h

/-- The coded matrix is orthogonal if and only if the quaternion has unit norm or its
vector part vanishes. -/
theorem codedMatrix_orthogonal_iff (w : ℝ) (v : Fin 3 → ℝ) :
    (codedMatrix w v)ᵀ * codedMatrix w v = 1 ↔ w ^ 2 + v ⬝ᵥ v = 1 ∨ v = 0 := by
  rw [codedMatrix_gram]
  constructor
  · intro h
    rcases smul_eq_zero.mp (add_eq_left.mp h) with hc | hK
    · left
      linarith
    · right
      -- the trace of `KᵀK` is twice the squared length of `v`
      have ht : ((crossMatrix v)ᵀ * crossMatrix v).trace = 2 * (v ⬝ᵥ v) := by
        simp [crossMatrix, Matrix.trace, Matrix.mul_apply, dotProduct, Fin.sum_univ_three]
        ring
      rw [hK, Matrix.trace_zero] at ht
      exact dotProduct_self_eq_zero.mp (by linarith)
  · rintro (h | h)
    · rw [h]
      simp
    · have h0 : crossMatrix v = 0 := by
        ext i j
        fin_cases i <;> fin_cases j <;> simp [crossMatrix, h]
      simp [h0]

/-- Under the coded matrix the squared distance between atoms at `x` and `y` changes by
`4(w² + |v|² - 1) |v × (x - y)|²`. -/
theorem codedMatrix_distance (w : ℝ) (v x y : Fin 3 → ℝ) :
    (codedMatrix w v *ᵥ x - codedMatrix w v *ᵥ y)
        ⬝ᵥ (codedMatrix w v *ᵥ x - codedMatrix w v *ᵥ y)
      = (x - y) ⬝ᵥ (x - y)
        + 4 * (w ^ 2 + v ⬝ᵥ v - 1) * ((v ⨯₃ (x - y)) ⬝ᵥ (v ⨯₃ (x - y))) := by
  rw [← Matrix.mulVec_sub]
  generalize x - y = d
  -- squared lengths after a linear map are read off from its Gram matrix
  have hA : ∀ A : Matrix (Fin 3) (Fin 3) ℝ,
      (A *ᵥ d) ⬝ᵥ (A *ᵥ d) = d ⬝ᵥ ((Aᵀ * A) *ᵥ d) := by
    intro A
    rw [← Matrix.mulVec_mulVec, Matrix.dotProduct_mulVec d, Matrix.vecMul_transpose]
  rw [hA, codedMatrix_gram, Matrix.add_mulVec, Matrix.one_mulVec, Matrix.smul_mulVec,
    dotProduct_add, dotProduct_smul, ← hA, crossMatrix_mulVec, smul_eq_mul]

/-- The coded matrix keeps the distance between two atoms if and only if the quaternion has
unit norm or the cross product of `v` with their separation vanishes. -/
theorem codedMatrix_distance_eq_iff (w : ℝ) (v x y : Fin 3 → ℝ) :
    (codedMatrix w v *ᵥ x - codedMatrix w v *ᵥ y)
        ⬝ᵥ (codedMatrix w v *ᵥ x - codedMatrix w v *ᵥ y) = (x - y) ⬝ᵥ (x - y)
      ↔ w ^ 2 + v ⬝ᵥ v = 1 ∨ v ⨯₃ (x - y) = 0 := by
  rw [codedMatrix_distance]
  constructor
  · intro h
    rcases mul_eq_zero.mp (add_eq_left.mp h) with hc | hx
    · left
      linarith
    · exact Or.inr (dotProduct_self_eq_zero.mp hx)
  · rintro (h | h)
    · rw [h]
      ring
    · rw [h]
      simp

/-- The coded matrix has determinant `1 + 4|v|²(w² + |v|² - 1)`. -/
theorem codedMatrix_det (w : ℝ) (v : Fin 3 → ℝ) :
    (codedMatrix w v).det = 1 + 4 * (v ⬝ᵥ v) * (w ^ 2 + v ⬝ᵥ v - 1) := by
  rw [Matrix.det_fin_three]
  simp [codedMatrix, crossMatrix, dotProduct, Fin.sum_univ_three]
  ring

/-- The quaternion product `q x q*`, with `x` a pure vector quaternion, is the action on `x`
of the matrix `N + 2wK + 2K²`, for `q` of any norm. -/
theorem quat_sandwich (w : ℝ) (v x : Fin 3 → ℝ) :
    quat w v * quat 0 x * star (quat w v) = quat 0 (sandwichMatrix w v *ᵥ x) := by
  -- the four components of a quaternion built from `w` and `v`
  have hr : ∀ (a : ℝ) (u : Fin 3 → ℝ), (quat a u).re = a := fun _ _ => rfl
  have hi : ∀ (a : ℝ) (u : Fin 3 → ℝ), (quat a u).imI = u 0 := fun _ _ => rfl
  have hj : ∀ (a : ℝ) (u : Fin 3 → ℝ), (quat a u).imJ = u 1 := fun _ _ => rfl
  have hk : ∀ (a : ℝ) (u : Fin 3 → ℝ), (quat a u).imK = u 2 := fun _ _ => rfl
  apply Quaternion.ext <;>
    simp [hr, hi, hj, hk, sandwichMatrix, crossMatrix, Matrix.mulVec, dotProduct,
      Fin.sum_univ_three] <;> ring

/-- The matrix `S = N + 2wK + 2K²`, with `N = w² + |v|²`, satisfies `SᵀS = N²`, where `N²` stands
for that multiple of the identity. -/
theorem sandwichMatrix_gram (w : ℝ) (v : Fin 3 → ℝ) :
    (sandwichMatrix w v)ᵀ * sandwichMatrix w v
      = ((w ^ 2 + v ⬝ᵥ v) ^ 2) • (1 : Matrix (Fin 3) (Fin 3) ℝ) := by
  have h := gram_general (w ^ 2 + v ⬝ᵥ v) w v
  rw [sub_self, mul_zero, zero_smul, add_zero] at h
  exact h

end

end QuaternionNormDrift
```

```lean
#print axioms QuaternionNormDrift.codedMatrix_orthogonal_iff
#print axioms QuaternionNormDrift.codedMatrix_distance_eq_iff
#print axioms QuaternionNormDrift.quat_sandwich
#print axioms QuaternionNormDrift.sandwichMatrix_gram
```

```
'QuaternionNormDrift.codedMatrix_orthogonal_iff' depends on axioms: [propext, Classical.choice, Quot.sound]
'QuaternionNormDrift.codedMatrix_distance_eq_iff' depends on axioms: [propext, Classical.choice, Quot.sound]
'QuaternionNormDrift.quat_sandwich' depends on axioms: [propext, Classical.choice, Quot.sound]
'QuaternionNormDrift.sandwichMatrix_gram' depends on axioms: [propext, Classical.choice, Quot.sound]
```

## From the Gram formula to the equivalences

`gram_general` carries the main calculation. Its steps `hT`, `h3` and `h4` are $K^T=-K$ and the reductions of $K^3$ and $K^4$, the first two checked entry by entry. `simp only` expands the product, and `module` collects the coefficients. `codedMatrix_gram` and `sandwichMatrix_gram` are the cases $a=1$ and $a=N$.

In `codedMatrix_orthogonal_iff`, `smul_eq_zero` splits the vanishing term into its two factors, and the trace `ht` turns $K^TK=0$ into $v=0$. In `codedMatrix_distance`, `hA` is $|Ad|^2=d\cdot A^TAd$, used forwards for $M$ and backwards for $K$; `crossMatrix_mulVec` then supplies the cross product. `codedMatrix_distance_eq_iff` splits the resulting product in the same way.

`codedMatrix_det` expands the $3\times3$ determinant instead of using the invariant plane, and `quat_sandwich` compares the four quaternion components. Both finish with `ring`.
